# An unnormalised density matrix stays positive semidefinite when its entries are repeatedly multiplied by 1 + c⟨z_a, z_b⟩ with c ≥ 0

Let ρ be a positive semidefinite complex matrix over a finite index set, that is, a density matrix whose trace need not be one. Give each index a a vector z_a in a finite-dimensional real inner product space, and let c ≥ 0. The lemma says that multiplying every entry ρ_ab by (1 + c⟨z_a, z_b⟩)ⁿ leaves the matrix positive semidefinite for every natural number n; the trace may change, so to get a normalised state one must still divide by it, where it is not zero. The proof goes by induction on n: expanding the inner product in an orthonormal basis shows that one more step adds to the matrix a sum of terms, each of them the matrix multiplied on both sides by a real diagonal matrix, and so each positive semidefinite.

In Lean, a first try:

```lean
import Mathlib

open Matrix Filter Topology
open scoped ComplexOrder

namespace PosSemidefSteps

noncomputable section

variable {ι κ E : Type*} [Fintype ι] [Fintype κ]
  [NormedAddCommGroup E] [InnerProductSpace ℝ E]

/-- Multiplying each entry `ρ a b` of a positive semidefinite matrix by `v a * v b`, with `v`
real, leaves it positive semidefinite. -/
theorem posSemidef_rescale (v : ι → ℝ) {ρ : Matrix ι ι ℂ} (hρ : ρ.PosSemidef) :
    (Matrix.of fun a b => ((v a * v b : ℝ) : ℂ) * ρ a b).PosSemidef := by
  classical
  convert hρ.conjTranspose_mul_mul_same (Matrix.diagonal fun a => (v a : ℂ)) using 1
  ext a b
  simp [Matrix.diagonal_conjTranspose, Matrix.mul_diagonal, Matrix.diagonal_mul]
  ring

/-- Repeated short steps, each multiplying `ρ a b` by `1 + c ⟨z a, z b⟩` with `c ≥ 0`, keep a
positive semidefinite matrix positive semidefinite. -/
theorem posSemidef_steps [FiniteDimensional ℝ E] (z : ι → E) {c : ℝ} (hc : 0 ≤ c)
    {ρ : Matrix ι ι ℂ} (hρ : ρ.PosSemidef) (n : ℕ) :
    (Matrix.of fun a b => (((1 + c * inner ℝ (z a) (z b)) ^ n : ℝ) : ℂ) * ρ a b).PosSemidef := by
  induction n with
  | zero =>
    convert hρ using 1
    ext a b
    simp
  | succ n ih =>
    let e := stdOrthonormalBasis ℝ E
    -- one more step adds a sum of diagonal congruences
    have hsum := Finset.sum_induction (s := Finset.univ) _ Matrix.PosSemidef
      (fun _ _ h₁ h₂ => h₁.add h₂) Matrix.PosSemidef.zero
      (fun k _ => posSemidef_rescale (fun a => √c * inner ℝ (z a) (e k)) ih)
    have key : ∀ a b, c * inner ℝ (z a) (z b)
        = ∑ k, √c * inner ℝ (z a) (e k) * (√c * inner ℝ (z b) (e k)) := by
      intro a b
      rw [← e.sum_inner_mul_inner (z a) (z b), Finset.mul_sum]
      refine Finset.sum_congr rfl fun k _ => ?_
      rw [real_inner_comm (z b) (e k)]
      linear_combination
        (-(inner ℝ (z a) (e k) * inner ℝ (z b) (e k))) * Real.mul_self_sqrt hc
    convert ih.add hsum using 1
    ext a b
    simp only [Matrix.add_apply, Matrix.sum_apply, Matrix.of_apply]
    rw [← Finset.sum_mul, ← Complex.ofReal_sum, ← key a b]
    push_cast
    ring

end

end PosSemidefSteps
```

Messages:

```
Main.lean:37:24: error: (deterministic) timeout at `whnf`, maximum number of heartbeats (200000) has been reached

Note: Use `set_option maxHeartbeats <num>` to set the limit.

Hint: Additional diagnostic information may be available using the `set_option diagnostics true` command.
```

The message says that Lean ran out of its allowance of work while reducing a term to `whnf` (weak head normal form). The position it gives is `h₁.add h₂`, the proof that a sum of two positive semidefinite matrices is positive semidefinite.

In that call to `Finset.sum_induction` the summand is `_` and the predicate is a bare `Matrix.PosSemidef`. Nothing before the last argument says that the matrices are indexed by `ι` and have entries in `ℂ`, so `h₁.add h₂` has to be matched against an addition whose matrix type is still open. The message does not say which term Lean was unfolding when it stopped.

The repair proves the general fact first, as `hadd`, with the family `F` and the predicate both written out over `Matrix ι ι ℂ`. The type is then known when `h₁.add h₂` is checked, and `hsum` only has to apply `hadd` to the rescaled matrices.

Changing `let e` to `have e` hides how the basis was chosen, which the proof never uses. Nothing in the message points to that line, so this change is tidying.

After these edits no error is left:

```diff
@@ -32,9 +32,11 @@
     simp
   | succ n ih =>
-    let e := stdOrthonormalBasis ℝ E
+    have e := stdOrthonormalBasis ℝ E
+    have hadd : ∀ F : Fin (Module.finrank ℝ E) → Matrix ι ι ℂ,
+        (∀ k, (F k).PosSemidef) → (∑ k, F k).PosSemidef := fun F hF =>
+      Finset.sum_induction F (fun M : Matrix ι ι ℂ => M.PosSemidef)
+        (fun _ _ h₁ h₂ => h₁.add h₂) Matrix.PosSemidef.zero (fun k _ => hF k)
     -- one more step adds a sum of diagonal congruences
-    have hsum := Finset.sum_induction (s := Finset.univ) _ Matrix.PosSemidef
-      (fun _ _ h₁ h₂ => h₁.add h₂) Matrix.PosSemidef.zero
-      (fun k _ => posSemidef_rescale (fun a => √c * inner ℝ (z a) (e k)) ih)
+    have hsum := hadd _ fun k => posSemidef_rescale (fun a => √c * inner ℝ (z a) (e k)) ih
     have key : ∀ a b, c * inner ℝ (z a) (z b)
         = ∑ k, √c * inner ℝ (z a) (e k) * (√c * inner ℝ (z b) (e k)) := by
```
